# With exact Fourier phases, a rigid shift of the potential leaves the truncated plane-wave spectrum unchanged

## Can a low cutoff make the energy depend on where the crystal sits?

Take two plane waves, with wavevectors $0$ and $g$, where $|g|^2=3$, and a potential with Fourier coefficients $v(\pm g)=1$, $v(0)=0$. In atomic units, shifting the potential rigidly by $s$ gives

$$H(s)=\begin{pmatrix}0&e^{i g\cdot s}\\ e^{-i g\cdot s}&3/2\end{pmatrix}.$$

The phases cancel in the determinant, so the energies solve $\lambda^2-\tfrac32\lambda-1=0$: they are $-\tfrac12$ and $2$ for every $s$. But with hundreds of waves there are far more pairs, each with its own phase, than waves. Does the cancellation survive, or does a crude cutoff produce an egg-box force, a spurious force that varies with the position of the whole crystal?

## One phase per plane wave removes them all

It survives, because the pair phases are not independent. Let $S$ be any finite set of wavevectors, $k$ a Bloch vector, and

$$H_{GG'}(s)=\tfrac12|k+G|^2\delta_{GG'}+v(G-G')\,e^{-i(G-G')\cdot s}.$$

The phase factorises as $e^{-i(G-G')\cdot s}=e^{-iG\cdot s}\,\overline{e^{-iG'\cdot s}}$. Define the diagonal matrix $U_{GG'}=\delta_{GG'}e^{-iG\cdot s}$, which is unitary. Then

$$(UH(0)U^\dagger)_{GG'}=e^{-iG\cdot s}H_{GG'}(0)\,e^{iG'\cdot s}=H_{GG'}(s).$$

For $G=G'$ the two phases cancel, leaving the kinetic energy alone. On the waves $e^{i(k+G)\cdot r}$, $U$ is translation by $s$ up to the common phase $e^{-ik\cdot s}$, which would cancel in $UH(0)U^\dagger$ anyway. Translation is diagonal in plane waves, so truncation does not spoil this identity. Hence

$$\det(\lambda-H(s))=\det\!\big(U(\lambda-H(0))U^\dagger\big)=\det(\lambda-H(0)).$$

If $v(-q)=\overline{v(q)}$, which says that the potential is real in position space, then

$$\overline{H_{G'G}(s)}=\tfrac12|k+G|^2\delta_{GG'}+\overline{v(G'-G)}\,e^{i(G'-G)\cdot s}=H_{GG'}(s).$$

The matrix is Hermitian, its ordered real eigenvalues are fixed by the characteristic polynomial, and any function of them is constant in $s$, with zero derivative.

Without that condition the eigenvalues need not be real. Setting $v(g)=1$, $v(-g)=-1$ in the opening example gives $\lambda=\tfrac34\pm\tfrac{\sqrt7}{4}i$, still independent of $s$.

An egg-box effect can enter through the grid. Take $k=0$ and $G=-1,0,1$ in one dimension with $v(\pm1)=1$, $v(0)=0$, and let a three-point grid fold the differences $\pm2$ onto $\mp1$. With $a=e^{-is}$ and $b=e^{is}$,

$$\det\begin{pmatrix}\tfrac12&b&a\\a&0&b\\b&a&\tfrac12\end{pmatrix}=a^3+b^3-ab=2\cos 3s-1.$$

This is $1$ at $s=0$ and $-3$ at $s=\pi/3$.

Here is the Lean file.

```lean
import Mathlib

open Matrix
open scoped Classical

namespace PlaneWaveEggBox

noncomputable section

/-- Vectors of three-dimensional space, used for wavevectors and for shifts. -/
abbrev Vec := EuclideanSpace ℝ (Fin 3)

/-- The phase `exp(-i⟨q, s⟩)` that a Fourier component of wavevector `q` acquires
under a rigid shift `s`. -/
def phase (q s : Vec) : ℂ :=
  Complex.exp (-(Complex.I * ((inner ℝ q s : ℝ) : ℂ)))

/-- The plane-wave Hamiltonian at Bloch vector `k` in the finite basis `S`, with the potential
of Fourier coefficients `v` rigidly shifted by `s`. -/
def hamiltonian (S : Finset Vec) (k : Vec) (v : Vec → ℂ) (s : Vec) : Matrix S S ℂ :=
  Matrix.diagonal (fun G : S => ((‖k + G.1‖ ^ 2 / 2 : ℝ) : ℂ)) +
    Matrix.of (fun G G' : S => v (G.1 - G'.1) * phase (G.1 - G'.1) s)

/-- Translation by `s` in the plane-wave basis: each plane wave is multiplied by its phase. -/
def translation (S : Finset Vec) (s : Vec) : Matrix S S ℂ :=
  Matrix.diagonal (fun G : S => phase G.1 s)

/-- The phase of a difference of wavevectors is the product of one phase and the conjugate
of the other. -/
theorem phase_sub (q q' s : Vec) : phase (q - q') s = phase q s * star (phase q' s) := by
  unfold phase
  rw [Complex.star_def, ← Complex.exp_conj, ← Complex.exp_add, inner_sub_left]
  congr 1
  simp only [map_neg, map_mul, Complex.conj_I, Complex.conj_ofReal, Complex.ofReal_sub]
  ring

/-- Translation is unitary in every finite plane-wave basis. -/
theorem translation_unitary (S : Finset Vec) (s : Vec) :
    (translation S s)ᴴ * translation S s = 1 := by
  unfold translation
  rw [Matrix.diagonal_conjTranspose, Matrix.diagonal_mul_diagonal, ← Matrix.diagonal_one]
  congr 1
  funext G
  have h := phase_sub G.1 G.1 s
  rw [sub_self] at h
  have h0 : phase 0 s = 1 := by simp [phase]
  rw [Pi.star_apply, mul_comm, ← h, h0]

/-- Shifting the potential is the same as conjugating the truncated Hamiltonian with the
translation operator. -/
theorem hamiltonian_covariant (S : Finset Vec) (k : Vec) (v : Vec → ℂ) (s : Vec) :
    hamiltonian S k v s = translation S s * hamiltonian S k v 0 * (translation S s)ᴴ := by
  have hz : ∀ q : Vec, phase q 0 = 1 := fun q => by simp [phase]
  ext G G'
  unfold translation
  rw [Matrix.diagonal_conjTranspose, Matrix.mul_diagonal, Matrix.diagonal_mul]
  simp only [hamiltonian, Matrix.add_apply, Matrix.of_apply, Pi.star_apply, hz, mul_one]
  rw [phase_sub]
  by_cases h : G = G'
  · -- on the diagonal the two phases cancel, so the kinetic energy is untouched
    subst h
    have h1 := phase_sub G.1 G.1 s
    rw [sub_self] at h1
    have h0 : phase 0 s = 1 := by simp [phase]
    rw [h0] at h1
    rw [Matrix.diagonal_apply_eq]
    linear_combination ((‖k + G.1‖ ^ 2 / 2 : ℝ) : ℂ) * h1
  · rw [Matrix.diagonal_apply_ne _ h]
    ring

/-- For every finite plane-wave basis, the characteristic polynomial of the Hamiltonian is
unchanged by a rigid shift of the potential. -/
theorem charpoly_shift_invariant (S : Finset Vec) (k : Vec) (v : Vec → ℂ) (s : Vec) :
    (hamiltonian S k v s).charpoly = (hamiltonian S k v 0).charpoly := by
  rw [hamiltonian_covariant S k v s, Matrix.charpoly_mul_comm, ← Matrix.mul_assoc,
    translation_unitary, Matrix.one_mul]

/-- If `v(-q)` is the conjugate of `v(q)`, the truncated Hamiltonian is Hermitian at
every shift. -/
theorem hamiltonian_isHermitian (S : Finset Vec) (k : Vec) (v : Vec → ℂ)
    (hv : ∀ q, v (-q) = star (v q)) (s : Vec) : (hamiltonian S k v s).IsHermitian := by
  refine Matrix.IsHermitian.ext fun G G' => ?_
  have h1 : v (G.1 - G'.1) = star (v (G'.1 - G.1)) := by rw [← hv, neg_sub]
  simp only [hamiltonian, Matrix.add_apply, Matrix.of_apply]
  rw [h1, phase_sub, phase_sub, star_add, star_mul', star_mul', star_star]
  by_cases h : G = G'
  · subst h
    rw [Matrix.diagonal_apply_eq, Complex.star_def, Complex.conj_ofReal]
    ring
  · rw [Matrix.diagonal_apply_ne _ h, Matrix.diagonal_apply_ne _ (Ne.symm h), star_zero]
    ring

/-- The band energies: the ordered eigenvalues of the truncated Hamiltonian at shift `s`, for
a potential with `v(-q)` the conjugate of `v(q)`. -/
def bandEnergies (S : Finset Vec) (k : Vec) (v : Vec → ℂ)
    (hv : ∀ q, v (-q) = star (v q)) (s : Vec) : S → ℝ :=
  (hamiltonian_isHermitian S k v hv s).eigenvalues

/-- For a potential with `v(-q)` the conjugate of `v(q)`, each band energy is the same at
every rigid shift. -/
theorem bandEnergies_shift_invariant (S : Finset Vec) (k : Vec) (v : Vec → ℂ)
    (hv : ∀ q, v (-q) = star (v q)) (s : Vec) :
    bandEnergies S k v hv s = bandEnergies S k v hv 0 :=
  (Matrix.IsHermitian.eigenvalues_eq_eigenvalues_iff _ _).2 (charpoly_shift_invariant S k v s)

/-- No egg-box force: for a potential with `v(-q)` the conjugate of `v(q)`, any energy `F` that
is a function of the band energies has zero derivative along every shift direction `u`. -/
theorem no_eggbox_force (S : Finset Vec) (k : Vec) (v : Vec → ℂ)
    (hv : ∀ q, v (-q) = star (v q)) (F : (S → ℝ) → ℝ) (s u : Vec) :
    HasDerivAt (fun t : ℝ => F (bandEnergies S k v hv (s + t • u))) 0 0 := by
  have h : (fun t : ℝ => F (bandEnergies S k v hv (s + t • u))) =
      fun _ => F (bandEnergies S k v hv 0) := by
    funext t
    rw [bandEnergies_shift_invariant]
  rw [h]
  exact hasDerivAt_const _ _

/-- Plane waves `G = -1, 0, 1` in one dimension with `v(1) = v(-1) = 1` and `v(0) = 0`, where a
three-point grid folds the differences `2` and `-2` onto `-1` and `1`; `s` is the shift. -/
def aliasedHamiltonian (s : ℝ) : Matrix (Fin 3) (Fin 3) ℂ :=
  !![1 / 2, Complex.exp (Complex.I * s), Complex.exp (-(Complex.I * s));
     Complex.exp (-(Complex.I * s)), 0, Complex.exp (Complex.I * s);
     Complex.exp (Complex.I * s), Complex.exp (-(Complex.I * s)), 1 / 2]

/-- The determinant of the aliased Hamiltonian oscillates with the shift as
`2 cos(3s) - 1`. -/
theorem aliased_det (s : ℝ) :
    (aliasedHamiltonian s).det = 2 * Complex.cos (3 * (s : ℂ)) - 1 := by
  have key : ∀ a b : ℂ,
      (!![1 / 2, b, a; a, 0, b; b, a, 1 / 2] : Matrix (Fin 3) (Fin 3) ℂ).det
        = a ^ 3 + b ^ 3 - a * b := by
    intro a b
    rw [Matrix.det_fin_three]
    simp
    ring
  have hab : Complex.exp (Complex.I * s) * Complex.exp (-(Complex.I * s)) = 1 := by
    rw [← Complex.exp_add, add_neg_cancel, Complex.exp_zero]
  -- the three phases around the loop -1, 0, 1 add up instead of cancelling
  have h1 : Complex.exp (3 * (s : ℂ) * Complex.I) = Complex.exp (Complex.I * s) ^ 3 := by
    rw [← Complex.exp_nat_mul]
    congr 1
    push_cast
    ring
  have h2 : Complex.exp (-(3 * (s : ℂ)) * Complex.I) =
      Complex.exp (-(Complex.I * s)) ^ 3 := by
    rw [← Complex.exp_nat_mul]
    congr 1
    push_cast
    ring
  rw [aliasedHamiltonian, key, Complex.cos, h1, h2]
  linear_combination -hab

/-- With aliasing the characteristic polynomial does depend on the shift: it differs between
`s = 0` and `s = π/3`. -/
theorem aliased_charpoly_ne :
    (aliasedHamiltonian 0).charpoly ≠ (aliasedHamiltonian (Real.pi / 3)).charpoly := by
  intro h
  have hd : (aliasedHamiltonian 0).det = (aliasedHamiltonian (Real.pi / 3)).det := by
    rw [Matrix.det_eq_sign_charpoly_coeff, h, ← Matrix.det_eq_sign_charpoly_coeff]
  have e : 3 * ((Real.pi / 3 : ℝ) : ℂ) = (Real.pi : ℂ) := by
    push_cast
    ring
  rw [aliased_det, aliased_det, e, Complex.cos_pi, Complex.ofReal_zero, mul_zero,
    Complex.cos_zero] at hd
  norm_num at hd

end

end PlaneWaveEggBox
```

```lean
#print axioms PlaneWaveEggBox.charpoly_shift_invariant
-- 'PlaneWaveEggBox.charpoly_shift_invariant' depends on axioms: [propext, Classical.choice, Quot.sound]
#print axioms PlaneWaveEggBox.no_eggbox_force
-- 'PlaneWaveEggBox.no_eggbox_force' depends on axioms: [propext, Classical.choice, Quot.sound]
#print axioms PlaneWaveEggBox.aliased_charpoly_ne
-- 'PlaneWaveEggBox.aliased_charpoly_ne' depends on axioms: [propext, Classical.choice, Quot.sound]
```

In the file, `Vec` is three-dimensional Euclidean space, `S` is the basis and `hamiltonian S k v s` is $H(s)$, with rows and columns labelled by the members of `S`. The opening example has `k = 0`. `S` need not be a cutoff sphere. `charpoly_shift_invariant` puts no condition on `v`; the reality condition `hv` enters with `hamiltonian_isHermitian`, which makes the eigenvalues real. In `bandEnergies`, `S` merely labels the ordered eigenvalues. In `no_eggbox_force`, `F` is any fixed function of the band energies at one `k`, and the derivative is taken at shift `s` along `u`.

The model is one electron in a prescribed local potential, with the basis held fixed while everything shifts together. Self-consistency, nonlocal or PAW terms and relative motion of atoms are left out. For such a potential, an energy that changes under a rigid shift cannot come from truncating the basis alone; grid aliasing, as in the three-wave example, is one possible cause.

The proof follows the algebra above. `phase_sub` is the factorisation, and at equal wavevectors it also yields `translation_unitary`. `hamiltonian_covariant` compares entries, splitting on `G = G'`: on the diagonal, `linear_combination` multiplies the phase cancellation by the kinetic energy. `charpoly_shift_invariant` moves $U^\dagger$ round to meet $U$ with `Matrix.charpoly_mul_comm`. `hamiltonian_isHermitian` checks the conjugate entries, and `bandEnergies_shift_invariant` turns equal polynomials into equal eigenvalues. `no_eggbox_force` then differentiates a constant.

The folded matrix is entered directly as `aliasedHamiltonian`. `aliased_det` expands its determinant in $a$ and $b$ and uses $ab=1$. `aliased_charpoly_ne` recovers the determinant from the polynomial's constant coefficient, so equal polynomials would force $1=-3$.
